# The sum of two two-fermion Slater determinants on disjoint pairs of sites is not a single Slater determinant

The theorem `pairState_not_slater` concerns two spinless fermions on four sites, in a state that adds the determinant occupying sites 0 and 1 to the one occupying sites 2 and 3. The determinants carry no prefactor, so the nonzero amplitudes are ±1; in the normalised state they would be ±1/2. The theorem says that this wavefunction is antisymmetric, yet equals no 2×2 determinant of real one-particle orbitals, whether or not those orbitals are orthogonal or normalised. Antisymmetry is proved from that of each determinant. For the second part, the attempt assumes such orbitals exist and puts the amplitudes into the Plücker relation, a quadratic identity that every two-particle Slater determinant obeys, expecting the contradiction 1 = 0.

An attempt in Lean 4 with a fault in it:

```lean
import Mathlib

open Matrix

namespace PairStateNotSlater

noncomputable section

variable {N : ℕ} {L K : Type*} [Field K]

/-- A wavefunction on `N`-tuples of sites is antisymmetric if permuting the particles
multiplies it by the sign of the permutation. -/
def IsAntisymmetric (Ψ : (Fin N → L) → K) : Prop :=
  ∀ (s : Equiv.Perm (Fin N)) (x : Fin N → L),
    Ψ (x ∘ s) = ((Equiv.Perm.sign s : ℤ) : K) * Ψ x

/-- Backflow orbitals `φ j i x` (orbital `j`, particle `i`, configuration `x`) are covariant:
relabelling the particles in the configuration only relabels the particle index. -/
def IsBackflow (φ : Fin N → Fin N → (Fin N → L) → K) : Prop :=
  ∀ (s : Equiv.Perm (Fin N)) (j i : Fin N) (x : Fin N → L), φ j i (x ∘ s) = φ j (s i) x

/-- The single determinant built from configuration-dependent orbitals. -/
def backflowDet (φ : Fin N → Fin N → (Fin N → L) → K) (x : Fin N → L) : K :=
  Matrix.det (Matrix.of fun i j => φ j i x)

/-- The ordinary Slater determinant of one-particle orbitals `χ j`. -/
def slater (χ : Fin N → L → K) (x : Fin N → L) : K :=
  backflowDet (fun j i y => χ j (y i)) x

/-- A determinant of backflow orbitals is antisymmetric. -/
theorem backflowDet_antisymmetric {φ : Fin N → Fin N → (Fin N → L) → K}
    (hφ : IsBackflow φ) : IsAntisymmetric (backflowDet φ) := by
  intro s x
  -- permuting the particles permutes the rows
  have h : (Matrix.of fun i j => φ j i (x ∘ s)) =
      (Matrix.of fun i j => φ j i x).submatrix s id := by
    ext i j
    exact hφ s j i x
  unfold backflowDet
  rw [h, Matrix.det_permute]

/-- Plücker relation: the amplitudes of a two-particle Slater determinant on any four sites
satisfy a quadratic identity. -/
theorem slater_plucker (χ : Fin 2 → L → K) (a b c d : L) :
    slater χ ![a, b] * slater χ ![c, d] - slater χ ![a, c] * slater χ ![b, d]
      + slater χ ![a, d] * slater χ ![b, c] = 0 := by
  simp only [slater, backflowDet, Matrix.det_fin_two, Matrix.of_apply,
    Matrix.cons_val_zero, Matrix.cons_val_one]
  ring

/-- The orbital localised on site `a` of a four-site lattice. -/
def siteOrbital (a y : Fin 4) : ℝ := if y = a then 1 else 0

/-- The sum of two Slater determinants, one occupying sites 0 and 1, the other sites 2
and 3. -/
def pairState (x : Fin 2 → Fin 4) : ℝ :=
  slater ![siteOrbital 0, siteOrbital 1] x + slater ![siteOrbital 2, siteOrbital 3] x

/-- Backflow cannot be dropped: the two-particle state `pairState` is antisymmetric, but it is not a
Slater determinant of real one-particle orbitals. -/
theorem pairState_not_slater :
    IsAntisymmetric pairState ∧
      ¬ ∃ χ : Fin 2 → Fin 4 → ℝ, ∀ x, pairState x = slater χ x := by
  constructor
  · intro s x
    have h (χ : Fin 2 → Fin 4 → ℝ) :
        slater χ (x ∘ s) = ((Equiv.Perm.sign s : ℤ) : ℝ) * slater χ x :=
      backflowDet_antisymmetric (φ := fun j i y => χ j (y i)) (fun _ _ _ _ => rfl) s x
    unfold pairState
    rw [h, h]
    ring
  · rintro ⟨χ, h⟩
    -- the Plücker relation would read 1 = 0
    have p := slater_plucker χ 0 1 2 3
    simp only [← h] at p
    norm_num [pairState, slater, backflowDet, Matrix.det_fin_two, siteOrbital] at p

end

end PairStateNotSlater
```

Lean reports:

```
Main.lean:72:2: error: unsolved goals
case right
χ : Fin 2 → Fin 4 → ℝ
h : ∀ (x : Fin 2 → Fin 4), pairState x = slater χ x
p :
  (1 + ((if 1 = 3 then if 0 = 2 then 1 else 0 else 0) - if 1 = 2 then if 0 = 3 then 1 else 0 else 0)) *
          (((if 3 = 1 then if 2 = 0 then 1 else 0 else 0) - if 3 = 0 then if 2 = 1 then 1 else 0 else 0) +
            (1 - if 3 = 2 then if 2 = 3 then 1 else 0 else 0)) -
        ((if 2 = 1 then 1 else 0) + ((if 2 = 3 then if 0 = 2 then 1 else 0 else 0) - if 0 = 3 then 1 else 0)) *
          ((-if 3 = 0 then 1 else 0) + ((if 1 = 2 then 1 else 0) - if 3 = 2 then if 1 = 3 then 1 else 0 else 0)) +
      ((if 3 = 1 then 1 else 0) + ((if 0 = 2 then 1 else 0) - if 3 = 2 then if 0 = 3 then 1 else 0 else 0)) *
        ((-if 2 = 0 then 1 else 0) + ((if 2 = 3 then if 1 = 2 then 1 else 0 else 0) - if 1 = 3 then 1 else 0)) =
    0
⊢ False
```

Diagnosis. The error is that the second part ends with `False` still to be proved. `norm_num` has unfolded the amplitudes in `p`, but left in place many conditions such as `if 1 = 3` and `if 2 = 0`, so `p` never becomes 1 = 0.

These conditions compare site labels, which are elements of `Fin 4`, not real numbers. There arithmetic is modulo 4, and `norm_num`'s usual way of proving two numerals different, which needs characteristic zero, does not apply. Comparisons between 0 and 1 could still be settled by general lemmas, and none of them remains in the message; every one that remains involves 2 or 3.

The diff replaces `norm_num` with `simp`, keeping the same list of definitions and lemmas. By default `simp` also runs simplification procedures, which `norm_num` does not, and among them is one that decides equality of literals in `Fin n`. Each `if` then reduces to one of its branches, the left side of `p` comes to 1·1 − 0·0 + 0·0, and the false equation 1 = 0 closes the goal.

Fix (accepted with no message):

```diff
@@ -74,5 +74,5 @@
     have p := slater_plucker χ 0 1 2 3
     simp only [← h] at p
-    norm_num [pairState, slater, backflowDet, Matrix.det_fin_two, siteOrbital] at p
+    simp [pairState, slater, backflowDet, Matrix.det_fin_two, siteOrbital] at p
 
 end
```
